# Butler-Volmer kinetics behind a series resistance: one current per voltage, and j/V → 1/R

An electrode in an electrolyte rarely feels the full voltage applied to it. The current j must cross the solution, which takes up an Ohmic drop Rj, and only the remainder drives the reaction. The current therefore depends on a voltage that itself depends on the current. Does this loop always have a solution, is there only one, and what happens at large voltage?

## The implicit equation and its bounds

Measure voltages from equilibrium, in units of the thermal voltage k_B·T/e. For a one-electron step with fixed concentrations at the electrode surface, the Butler-Volmer law gives the current at overpotential x as

f(x) = j0 (exp(a x) − exp(−(1−a) x)).

Here j0 > 0 is the exchange current, the common size of the forward and back currents at equilibrium. The transfer coefficient a, with 0 < a < 1, is the share of the overpotential that speeds up the positive current; some texts give this letter to the opposite direction. R > 0 is the series resistance divided by the thermal voltage. At applied voltage V the current satisfies

j = f(V − R j).

For every real V there is exactly one such j, and j/V → 1/R as V → +∞ and as V → −∞. For V ≥ 0 the overpotential x = V − Rj obeys

0 ≤ x ≤ ln(1 + V/(R j0)) / a.

With g(x) = f′(x), the slope of the current-voltage curve is

dj/dV = 1/(R + 1/g(x)),

which is 1/(R + 1/j0) at V = 0.

## Root finding and Jacobians in electrode models

A cell simulation that uses this equation as a boundary condition solves it at each time step. Uniqueness means that a converged root is the right one, for a single electrode with constant j0, a and R.

The logarithmic bound supplies a bracket for x. At its upper end exp(a x) equals 1 + V/(R j0), which grows only linearly with V. Starting from j = 0 would instead require exp(a V), which overflows in double precision once aV exceeds about 709. For V < 0, solve the reversed problem with −V and 1 − a, then change the sign of the current.

When charging of the double layer is neglected, the slope formula gives the Jacobian entry for coupling the electrode to an external circuit. For voltages in volts, divide the slope by the thermal voltage k_B·T/e.

## From monotone kinetics to the Ohmic limit

**Reversed polarity.** Replacing x by −x and a by 1 − a changes the sign of f. So if j solves the equation at V with coefficient a, then −j solves it at −V with coefficient 1 − a.

**Comparing two voltages.** Let V ≤ W have currents j and k. The law f is increasing. If k < j, then W − Rk > V − Rj, so k = f(W − Rk) ≥ f(V − Rj) = j, a contradiction. Hence j ≤ k. If R(k − j) > W − V, then W − Rk < V − Rj, so k ≤ j and R(k − j) ≤ 0 ≤ W − V, again a contradiction. Thus

j ≤ k and R(k − j) ≤ W − V.

Taking V = W gives uniqueness.

**Existence.** For V ≥ 0 consider h(j) = j − f(V − Rj), which is continuous. Then h(0) = −f(V) ≤ 0 and h(V/R) = V/R − f(0) = V/R ≥ 0, so h vanishes somewhere in [0, V/R]. Reversed polarity covers V ≤ 0.

**The overpotential.** Zero current solves the equation at zero voltage. Comparing it with the solution at V ≥ 0 gives Rj ≤ V, so x ≥ 0. Then exp(−(1−a)x) ≤ 1, and

j0 (exp(a x) − 1) ≤ j ≤ V/R.

Dividing by j0 and taking the logarithm gives the upper bound on x.

**Large voltage.** For V > 0,

j/V = (1 − x/V)/R, with 0 ≤ x/V ≤ ln(u)/(aV) and u = 1 + V/(R j0).

Write ln(u)/V = (ln(u)/u)·(u/V). The first factor tends to 0, and the second, 1/V + 1/(R j0), tends to 1/(R j0). So x/V → 0 and j/V → 1/R. Reversed polarity gives the limit at −∞.

**Slope.** The overpotential satisfies x + R f(x) = V. The comparison of two voltages shows that x changes by no more than V does, so x is continuous in V. The left side has derivative 1 + Rg > 0 in x, where

g(x) = j0 (a exp(a x) + (1−a) exp(−(1−a) x)).

Hence dx/dV = 1/(1 + Rg), and since j = (V − x)/R,

dj/dV = (1 − 1/(1 + Rg))/R = g/(1 + Rg) = 1/(R + 1/g).

At V = 0 both j and x vanish, and g(0) = j0.

## The Lean source

```lean
import Mathlib

open Filter Topology

namespace OhmicDropKinetics

noncomputable section

/-- The Butler-Volmer current at overpotential `x` (in units of the thermal voltage), with
exchange current `j0` and transfer coefficient `a`. -/
def butlerVolmer (j0 a x : ℝ) : ℝ :=
  j0 * (Real.exp (a * x) - Real.exp (-(1 - a) * x))

/-- The current `j` is consistent with the applied voltage `V` when the electrode is driven by
what remains of `V` after the Ohmic drop `R * j`. -/
def IsOhmicCurrent (j0 a R V j : ℝ) : Prop :=
  j = butlerVolmer j0 a (V - R * j)

/-- The differential conductance of the electrode reaction at overpotential `x`. -/
def kineticConductance (j0 a x : ℝ) : ℝ :=
  j0 * (a * Real.exp (a * x) + (1 - a) * Real.exp (-(1 - a) * x))

variable {j0 a R : ℝ}

/-- Reversing the voltage and the current exchanges the transfer coefficients
`a` and `1 - a`. -/
theorem reverse_polarity {V j : ℝ} (h : IsOhmicCurrent j0 a R V j) :
    IsOhmicCurrent j0 (1 - a) R (-V) (-j) := by
  unfold IsOhmicCurrent butlerVolmer at h ⊢
  have e1 : (1 - a) * (-V - R * (-j)) = -(1 - a) * (V - R * j) := by ring
  have e2 : -(1 - (1 - a)) * (-V - R * (-j)) = a * (V - R * j) := by ring
  rw [e1, e2]
  linear_combination -h

/-- For `j0, R > 0` and `0 < a < 1`, raising the voltage from `V` to `W` does not lower the
current, and the Ohmic drop grows by at most `W - V`. -/
theorem current_step (hj0 : 0 < j0) (ha0 : 0 < a) (ha1 : a < 1) (hR : 0 < R)
    {V W j k : ℝ} (hVW : V ≤ W) (hj : IsOhmicCurrent j0 a R V j)
    (hk : IsOhmicCurrent j0 a R W k) : j ≤ k ∧ R * (k - j) ≤ W - V := by
  -- more overpotential never means less current
  have mono : ∀ x y, x ≤ y → butlerVolmer j0 a x ≤ butlerVolmer j0 a y := by
    intro x y hxy
    have h1 : Real.exp (a * x) ≤ Real.exp (a * y) :=
      Real.exp_le_exp.mpr (mul_le_mul_of_nonneg_left hxy ha0.le)
    have h2 : Real.exp (-(1 - a) * y) ≤ Real.exp (-(1 - a) * x) :=
      Real.exp_le_exp.mpr
        (by nlinarith [mul_nonneg (sub_nonneg.mpr ha1.le) (sub_nonneg.mpr hxy)])
    exact mul_le_mul_of_nonneg_left (by linarith) hj0.le
  unfold IsOhmicCurrent at hj hk
  constructor
  · by_contra h
    have hlt : k < j := not_le.mp h
    have := mono (V - R * j) (W - R * k) (by nlinarith [mul_pos hR (sub_pos.mpr hlt)])
    linarith
  · by_contra h
    have hlt := not_le.mp h
    have := mono (W - R * k) (V - R * j) (by linarith)
    have hkj : k ≤ j := by linarith
    nlinarith [mul_nonneg hR.le (sub_nonneg.mpr hkj)]

/-- Without applied voltage, zero current is consistent. -/
theorem zero_current : IsOhmicCurrent j0 a R 0 0 := by
  simp [IsOhmicCurrent, butlerVolmer]

/-- For `j0, R > 0` and `0 < a < 1`, every applied voltage admits exactly one current. -/
theorem existsUnique_current (hj0 : 0 < j0) (ha0 : 0 < a) (ha1 : a < 1) (hR : 0 < R)
    (V : ℝ) : ∃! j, IsOhmicCurrent j0 a R V j := by
  -- for positive voltage the current is found between 0 and the Ohmic limit U / R
  have pos : ∀ b U : ℝ, 0 ≤ U → ∃ j, IsOhmicCurrent j0 b R U j := by
    intro b U hU
    have hc : Continuous (fun j => j - butlerVolmer j0 b (U - R * j)) := by
      unfold butlerVolmer
      fun_prop
    have h0 : (0 : ℝ) - butlerVolmer j0 b (U - R * 0) ≤ 0 := by
      have h1 : Real.exp (-(1 - b) * U) ≤ Real.exp (b * U) :=
        Real.exp_le_exp.mpr (by nlinarith)
      have h2 := mul_nonneg hj0.le (sub_nonneg.mpr h1)
      simp only [butlerVolmer, mul_zero, sub_zero]
      linarith
    have h1 : 0 ≤ U / R - butlerVolmer j0 b (U - R * (U / R)) := by
      have e : R * (U / R) = U := by field_simp
      have e2 : butlerVolmer j0 b (U - U) = 0 := by simp [butlerVolmer]
      rw [e, e2, sub_zero]
      exact div_nonneg hU hR.le
    have ivt := intermediate_value_Icc (div_nonneg hU hR.le) hc.continuousOn
    obtain ⟨j, _, hj⟩ := ivt (show (0 : ℝ) ∈ Set.Icc _ _ from ⟨h0, h1⟩)
    have hj' : j - butlerVolmer j0 b (U - R * j) = 0 := hj
    exact ⟨j, by unfold IsOhmicCurrent; linarith⟩
  have ex : ∃ j, IsOhmicCurrent j0 a R V j := by
    rcases le_total 0 V with hV | hV
    · exact pos a V hV
    · obtain ⟨j, hj⟩ := pos (1 - a) (-V) (by linarith)
      exact ⟨-j, by simpa using reverse_polarity hj⟩
  obtain ⟨j, hj⟩ := ex
  exact ⟨j, hj, fun k hk => le_antisymm
    (current_step hj0 ha0 ha1 hR le_rfl hk hj).1
    (current_step hj0 ha0 ha1 hR le_rfl hj hk).1⟩

/-- For `j0, R > 0`, `0 < a < 1` and `V ≥ 0`, the overpotential left for the reaction is
nonnegative and at most logarithmic in the applied voltage. -/
theorem overpotential_bounds (hj0 : 0 < j0) (ha0 : 0 < a) (ha1 : a < 1) (hR : 0 < R)
    {V j : ℝ} (hV : 0 ≤ V) (hj : IsOhmicCurrent j0 a R V j) :
    0 ≤ V - R * j ∧ V - R * j ≤ Real.log (1 + V / (R * j0)) / a := by
  have h2 := (current_step hj0 ha0 ha1 hR hV zero_current hj).2
  have hx : 0 ≤ V - R * j := by linarith
  refine ⟨hx, ?_⟩
  rw [le_div_iff₀ ha0, Real.le_log_iff_exp_le (by positivity), mul_comm (V - R * j) a]
  -- the back reaction contributes at most j0
  have he : Real.exp (-(1 - a) * (V - R * j)) ≤ 1 :=
    Real.exp_le_one_iff.mpr (by nlinarith [mul_nonneg (sub_nonneg.mpr ha1.le) hx])
  have h3 : j0 * (Real.exp (a * (V - R * j)) - 1) ≤ j := by
    have h4 := mul_le_mul_of_nonneg_left he hj0.le
    unfold IsOhmicCurrent butlerVolmer at hj
    linarith
  have h5 : Real.exp (a * (V - R * j)) - 1 ≤ V / (R * j0) := by
    rw [le_div_iff₀ (by positivity)]
    nlinarith [mul_le_mul_of_nonneg_left h3 hR.le]
  linarith

/-- For `j0, R > 0` and `0 < a < 1`, the ratio of current to voltage tends to `1 / R` at large
positive voltage. -/
theorem tendsto_ohmic_atTop (hj0 : 0 < j0) (ha0 : 0 < a) (ha1 : a < 1) (hR : 0 < R)
    {j : ℝ → ℝ} (h : ∀ V, IsOhmicCurrent j0 a R V (j V)) :
    Tendsto (fun V => j V / V) atTop (𝓝 (1 / R)) := by
  have hp : 0 < R * j0 := mul_pos hR hj0
  -- the logarithm is negligible against the voltage
  have hlog : Tendsto (fun V => Real.log (1 + V / (R * j0)) / V) atTop (𝓝 0) := by
    have hu : Tendsto (fun V : ℝ => 1 + V / (R * j0)) atTop atTop :=
      tendsto_atTop_add_const_left _ _ (tendsto_id.atTop_div_const hp)
    have h1 := (Real.isLittleO_log_id_atTop.tendsto_div_nhds_zero).comp hu
    have h2 : Tendsto (fun V : ℝ => V⁻¹ + 1 / (R * j0)) atTop (𝓝 (0 + 1 / (R * j0))) :=
      tendsto_inv_atTop_zero.add_const _
    have h3 := h1.mul h2
    rw [zero_mul] at h3
    refine h3.congr' ?_
    filter_upwards [eventually_gt_atTop 0] with V hV
    have hne : 1 + V / (R * j0) ≠ 0 := by positivity
    have e : V⁻¹ + 1 / (R * j0) = (1 + V / (R * j0)) / V := by field_simp
    simp only [Function.comp_apply, id_eq]
    rw [e]
    generalize 1 + V / (R * j0) = u at hne ⊢
    field_simp
  have hx : Tendsto (fun V => (V - R * j V) / V) atTop (𝓝 0) := by
    have hu := hlog.div_const a
    rw [zero_div] at hu
    refine tendsto_of_tendsto_of_tendsto_of_le_of_le' tendsto_const_nhds hu ?_ ?_
    · filter_upwards [eventually_gt_atTop 0] with V hV
      exact div_nonneg (overpotential_bounds hj0 ha0 ha1 hR hV.le (h V)).1 hV.le
    · filter_upwards [eventually_gt_atTop 0] with V hV
      have hb := (overpotential_bounds hj0 ha0 ha1 hR hV.le (h V)).2
      rw [div_right_comm]
      gcongr
  have hlim := (hx.const_sub 1).div_const R
  rw [sub_zero] at hlim
  refine hlim.congr' ?_
  filter_upwards [eventually_gt_atTop 0] with V hV
  rw [div_eq_div_iff hR.ne' hV.ne', sub_mul, div_mul_cancel₀ _ hV.ne']
  ring

/-- For `j0, R > 0` and `0 < a < 1`, each voltage admits exactly one current, and the ratio of
current to voltage tends to `1 / R` at large voltage of either sign. -/
theorem ohmic_drop (hj0 : 0 < j0) (ha0 : 0 < a) (ha1 : a < 1) (hR : 0 < R) :
    (∀ V, ∃! j, IsOhmicCurrent j0 a R V j) ∧
    ∀ j : ℝ → ℝ, (∀ V, IsOhmicCurrent j0 a R V (j V)) →
      Tendsto (fun V => j V / V) atTop (𝓝 (1 / R)) ∧
      Tendsto (fun V => j V / V) atBot (𝓝 (1 / R)) := by
  refine ⟨existsUnique_current hj0 ha0 ha1 hR, fun j h =>
    ⟨tendsto_ohmic_atTop hj0 ha0 ha1 hR h, ?_⟩⟩
  -- negative voltages are positive voltages of the reversed cell
  have hk : ∀ V, IsOhmicCurrent j0 (1 - a) R V (-j (-V)) := fun V => by
    simpa using reverse_polarity (h (-V))
  have hlim := (tendsto_ohmic_atTop hj0 (by linarith) (by linarith) hR hk).comp
    tendsto_neg_atBot_atTop
  exact hlim.congr fun V => by simp [neg_div_neg_eq]

/-- For `j0, R > 0` and `0 < a < 1`, the differential resistance of the cell is the sum of `R`
and the differential resistance of the electrode reaction. -/
theorem hasDerivAt_current (hj0 : 0 < j0) (ha0 : 0 < a) (ha1 : a < 1) (hR : 0 < R)
    {j : ℝ → ℝ} (h : ∀ V, IsOhmicCurrent j0 a R V (j V)) (V : ℝ) :
    HasDerivAt j (1 / (R + 1 / kineticConductance j0 a (V - R * j V))) V := by
  have hc : Continuous (fun V => V - R * j V) := by
    refine (LipschitzWith.of_dist_le_mul (K := 1) fun V W => ?_).continuous
    rw [Real.dist_eq, Real.dist_eq, NNReal.coe_one, one_mul, abs_le]
    rcases le_total V W with hVW | hVW
    · obtain ⟨p, q⟩ := current_step hj0 ha0 ha1 hR hVW (h V) (h W)
      have p' := mul_nonneg hR.le (sub_nonneg.mpr p)
      rw [abs_sub_comm V W, abs_of_nonneg (sub_nonneg.mpr hVW)]
      constructor <;> linarith
    · obtain ⟨p, q⟩ := current_step hj0 ha0 ha1 hR hVW (h W) (h V)
      have p' := mul_nonneg hR.le (sub_nonneg.mpr p)
      rw [abs_of_nonneg (sub_nonneg.mpr hVW)]
      constructor <;> linarith
  have hf : ∀ x, HasDerivAt (butlerVolmer j0 a) (kineticConductance j0 a x) x := by
    intro x
    have h1 := ((hasDerivAt_id' x).const_mul a).exp
    have h2 := ((hasDerivAt_id' x).const_mul (-(1 - a))).exp
    exact ((h1.fun_sub h2).const_mul j0).congr_deriv
      (by simp only [kineticConductance, mul_one]; ring)
  have hg : 0 < kineticConductance j0 a (V - R * j V) := by
    have : 0 < 1 - a := by linarith
    unfold kineticConductance
    positivity
  have hΦ := (hasDerivAt_id' (V - R * j V)).fun_add ((hf (V - R * j V)).const_mul R)
  generalize kineticConductance j0 a (V - R * j V) = g at hg hΦ ⊢
  have hN : 1 + R * g ≠ 0 := by positivity
  -- the overpotential inverts the map x ↦ x + R f(x)
  have hx : HasDerivAt (fun V => V - R * j V) (1 + R * g)⁻¹ V :=
    HasDerivAt.of_local_left_inverse hc.continuousAt hΦ hN
      (Eventually.of_forall fun W => by
        have hW : j W = butlerVolmer j0 a (W - R * j W) := h W
        linear_combination (-R) * hW)
  have hd := ((hasDerivAt_id' V).fun_sub hx).div_const R
  refine (hd.congr_of_eventuallyEq (Eventually.of_forall fun W => ?_)).congr_deriv ?_
  · show j W = (W - (W - R * j W)) / R
    rw [eq_div_iff hR.ne']
    ring
  · have hq : g * (1 / g) = 1 := mul_one_div_cancel hg.ne'
    have hD : (1 + R * g) * (1 + R * g)⁻¹ = 1 := mul_inv_cancel₀ hN
    have hs : R + 1 / g ≠ 0 := by positivity
    rw [div_eq_div_iff hR.ne' hs]
    linear_combination (-(1 / g)) * hD + R * (1 + R * g)⁻¹ * hq

/-- For `j0, R > 0` and `0 < a < 1`, the differential conductance of the cell at zero voltage is
that of the resistances `R` and `1 / j0` in series. -/
theorem hasDerivAt_current_zero (hj0 : 0 < j0) (ha0 : 0 < a) (ha1 : a < 1) (hR : 0 < R)
    {j : ℝ → ℝ} (h : ∀ V, IsOhmicCurrent j0 a R V (j V)) :
    HasDerivAt j (1 / (R + 1 / j0)) 0 := by
  have h0 : j 0 = 0 := (existsUnique_current hj0 ha0 ha1 hR 0).unique (h 0) zero_current
  have hd := hasDerivAt_current hj0 ha0 ha1 hR h 0
  have e : kineticConductance j0 a (0 - R * j 0) = j0 := by
    rw [h0]
    simp [kineticConductance]
  rwa [e] at hd

end

end OhmicDropKinetics
```

```lean
#print axioms OhmicDropKinetics.ohmic_drop
#print axioms OhmicDropKinetics.hasDerivAt_current_zero
```

```
'OhmicDropKinetics.ohmic_drop' depends on axioms: [propext, Classical.choice, Quot.sound]
'OhmicDropKinetics.hasDerivAt_current_zero' depends on axioms: [propext, Classical.choice, Quot.sound]
```

## Reading the definitions and theorems

`butlerVolmer` is f, `kineticConductance` is g, and `IsOhmicCurrent j0 a R V j` is the implicit equation. The last is a proposition about a given pair of voltage and current, so it presupposes neither existence nor uniqueness.

`ohmic_drop` has two parts. The first says that for each `V` there is exactly one `j`, written `∃!`. The second takes any function `j : ℝ → ℝ` that solves the equation at every voltage and gives the limit of `j V / V` along `atTop` and `atBot`, the two ends of the voltage axis. Continuity of this function is not assumed. `hasDerivAt_current` states that it is differentiable at every voltage, with the series-resistance slope; `hasDerivAt_current_zero` is the case of zero voltage.

## How the lemmas carry the argument

`reverse_polarity` rewrites the two exponents and finishes by linear algebra. `current_step` proves the comparison, with each `by_contra` assuming the opposite inequality as above. `existsUnique_current` applies `intermediate_value_Icc` on [0, V/R], then uses `current_step` in both directions to identify two solutions.

`overpotential_bounds` compares with `zero_current` and turns the exponential estimate into a logarithmic one through `Real.le_log_iff_exp_le`. `tendsto_ohmic_atTop` squeezes x/V between 0 and the vanishing logarithmic term. `ohmic_drop` applies that limit to V ↦ −j(−V), with 1 − a in place of a, to reach the negative end.

For the slope, `hasDerivAt_current` first shows that the overpotential is Lipschitz with constant 1. It then applies `HasDerivAt.of_local_left_inverse`, the inverse-function rule, to x ↦ x + R f(x).

## Constant parameters, unlimited reactant supply

Existence, uniqueness and the slope formula hold for all real V and all parameters in the stated ranges, with no assumption that the current or the resistance is small; the bounds on the overpotential are stated for V ≥ 0. They concern real numbers: rounding and the convergence of a particular iteration need their own analysis.

The limit is a statement about a ratio. It says that the relative deviation of j from V/R tends to 0, and does not say that the overpotential V − Rj becomes small.

A real cell also has a second electrode and a finite supply of reactant. The law f contains no concentration factors, so it treats the concentrations at the electrode surface as fixed however large the current. In a real cell, diffusion can cap the current well before the Ohmic regime is reached, and a code that includes mass transport should not be expected to approach 1/R at high voltage.
